# Tetrahedral directions maximise the squared angular determinant of four same-spin electrons in one s and three p orbitals

Two electrons of the same spin occupy an s orbital and one p orbital on a line, at equal distances from the nucleus. Which sides do they prefer? Write their directions as $n_0, n_1 \in \{+1,-1\}$. Apart from one radial factor for each column, the orbital values form the matrix

$$A=\begin{pmatrix}1 & n_0\\ 1 & n_1\end{pmatrix},\qquad AA^{T}=\begin{pmatrix}2 & 1+n_0n_1\\ 1+n_0n_1 & 2\end{pmatrix}.$$

The eigenvalues of $AA^T$ are $2\pm(1+n_0n_1)$. Their sum is 4 for any choice of directions, and their product is $(\det A)^2$. A product with fixed sum is largest when the factors are equal, so $(\det A)^2\le 4$, with equality exactly when $n_0n_1=-1$: the electrons sit on opposite sides.

## The bound for $d+1$ directions

Take unit vectors $n_0,\dots,n_d$ in $\mathbb{R}^d$, and let row $i$ of $A$ be $(1,\sqrt d\,n_i)$. Then

$$(\det A)^2\le (d+1)^{d+1},$$

with equality if and only if $n_i\cdot n_j=-1/d$ for all $i\neq j$. For $d=3$ the bound is 256 and the cosine is $-1/3$, the tetrahedral angle of about $109.47^\circ$.

The factor $\sqrt d$ is the relative normalisation of the p and s orbitals: it gives $\sqrt d\,n_k$, where $n_k$ is a component of a unit vector $n$, the same mean square over all directions as the constant 1. In three dimensions the normalised angular functions carry a further $1/\sqrt{4\pi}$. With that factor and the Slater prefactor $1/\sqrt{4!}$, the maximum of the squared angular determinant is $256/(24\,(4\pi)^4)=1/(24\pi^4)$.

## A reference value for Slater determinants in Monte Carlo codes

A variational Monte Carlo code with a single-determinant trial function for four same-spin electrons in an $sp^3$ valence shell, with the core replaced by a pseudopotential, evaluates this determinant, multiplied by radial factors and by constants such as the $1/\sqrt{4\pi}$ above, when all four electrons are at the same radius. Once these are divided out, the squared determinant is at most 256 for every set of directions, and the tetrahedron supplies a configuration with a known value. If the $\sqrt3$ is missing from the p functions, the bound is still respected, but the tetrahedron returns $256/27$ instead of 256.

Unit length matters too. In the case $d=1$, take $n_0=-1$ and $n_1=1+\varepsilon$ with $\varepsilon>0$. Then $(\det A)^2=(2+\varepsilon)^2>4$, so the bound fails as soon as one direction may be longer than 1. In a code this can happen when a position at a radius greater than 1 is not divided by that radius.

## From a fixed trace to the angles

The scalar product of rows $i$ and $j$ of $A$ is

$$(AA^T)_{ij}=1+\sum_k \sqrt d\,n_{ik}\,\sqrt d\,n_{jk}=1+d\,n_i\cdot n_j .$$

Every diagonal entry is therefore $d+1$. Put $B=A/\sqrt{d+1}$ and $S=BB^T$. The diagonal entries of $S$ are 1, and

$$\det S=(\det B)^2=\frac{(\det A)^2}{(d+1)^{d+1}} .$$

The matrix $S$ is symmetric, and $v^TSv=|B^Tv|^2\ge0$ for every vector $v$, so its eigenvalues $\lambda_0,\dots,\lambda_d$ are real and nonnegative. Their sum is the trace, $d+1$, and their product is $\det S$.

From $1+t\le e^t$ with $t=\lambda_i-1$ we get $\lambda_i\le e^{\lambda_i-1}$. Multiplying these inequalities of nonnegative numbers gives

$$\det S=\prod_i\lambda_i\le \exp\Big(\sum_i\lambda_i-(d+1)\Big)=1,$$

which is the bound.

Suppose now that the product equals 1. Then no eigenvalue is zero. If some $\lambda_i$ differed from 1, its inequality would be strict, and since all factors are positive the product would be less than 1. So every eigenvalue is 1, and a symmetric matrix with this spectrum is the identity. Conversely, $S=1$ gives $\det S=1$.

Finally, $S=1$ means $AA^T=(d+1)\,1$. The diagonal entries already agree, and the others require $1+d\,n_i\cdot n_j=0$, that is, $n_i\cdot n_j=-1/d$.

For $d=3$ the value is attained by the alternating cube corners $(1,1,1)$, $(1,-1,-1)$, $(-1,1,-1)$ and $(-1,-1,1)$, each divided by $\sqrt3$. Any two of the sign vectors have scalar product $-1$, so the directions have cosine $-1/3$.

## The Lean source

```lean
import Mathlib

open Matrix

namespace TetrahedralElectrons

noncomputable section

/-- The orbital matrix of `d + 1` electrons in directions `n i`: row `i` holds the value `1` of
the s orbital and the values `√d * n i k` of the `d` p orbitals. -/
def orbitalMatrix {d : ℕ} (n : Fin (d + 1) → Fin d → ℝ) :
    Matrix (Fin (d + 1)) (Fin (d + 1)) ℝ :=
  Matrix.of fun i => (Fin.cons 1 (fun k => √(d : ℝ) * n i k) : Fin (d + 1) → ℝ)

/-- Nonnegative numbers with mean one have product at most one, and the product is one only if
all of them are one. -/
theorem prod_le_one_of_mean_one {m : ℕ} (x : Fin m → ℝ) (hx : ∀ i, 0 ≤ x i)
    (hs : ∑ i, x i = m) : ∏ i, x i ≤ 1 ∧ (∏ i, x i = 1 → ∀ i, x i = 1) := by
  have he : ∏ i, Real.exp (x i - 1) = 1 := by
    rw [← Real.exp_sum, Finset.sum_sub_distrib, hs]
    simp
  have hle : ∀ i, x i ≤ Real.exp (x i - 1) := fun i => by
    linarith [Real.add_one_le_exp (x i - 1)]
  constructor
  · calc ∏ i, x i ≤ ∏ i, Real.exp (x i - 1) :=
          Finset.prod_le_prod (fun i _ => hx i) (fun i _ => hle i)
      _ = 1 := he
  · intro hp i
    by_contra hi
    have hpos : ∀ j, 0 < x j := fun j => lt_of_le_of_ne (hx j) (fun h0 => by
      have := Finset.prod_eq_zero (f := x) (Finset.mem_univ j) h0.symm
      linarith)
    -- one factor different from one makes the exponential bound strict
    have hlt : ∏ i, x i < ∏ i, Real.exp (x i - 1) :=
      Finset.prod_lt_prod (fun j _ => hpos j) (fun j _ => hle j)
        ⟨i, Finset.mem_univ i, by
          have := Real.add_one_lt_exp (sub_ne_zero.mpr hi)
          linarith⟩
    linarith

/-- Hadamard's inequality for a real square matrix with rows of unit length: the squared
determinant is at most one, with equality exactly when the rows are orthonormal. -/
theorem hadamard_unit_rows {m : ℕ} (B : Matrix (Fin m) (Fin m) ℝ)
    (h : ∀ i, (B * Bᵀ) i i = 1) :
    B.det ^ 2 ≤ 1 ∧ (B.det ^ 2 = 1 ↔ B * Bᵀ = 1) := by
  have hpos : (B * Bᵀ).PosSemidef := by
    have h0 := Matrix.posSemidef_self_mul_conjTranspose B
    rwa [Matrix.conjTranspose_eq_transpose_of_trivial] at h0
  have hG := hpos.isHermitian
  have hdet : B.det ^ 2 = ∏ i, hG.eigenvalues i := by
    have h1 := hG.det_eq_prod_eigenvalues
    rw [Matrix.det_mul, Matrix.det_transpose] at h1
    rw [pow_two]
    exact h1
  have htr : ∑ i, hG.eigenvalues i = m := by
    have h1 := hG.trace_eq_sum_eigenvalues
    have h2 : (B * Bᵀ).trace = m := by simp [Matrix.trace, h]
    rw [h2] at h1
    exact h1.symm
  have key := prod_le_one_of_mean_one hG.eigenvalues hpos.eigenvalues_nonneg htr
  refine ⟨hdet ▸ key.1, fun h1 => ?_, fun h1 => ?_⟩
  · -- all eigenvalues of `B * Bᵀ` are one, so it is the identity
    have hev : hG.eigenvalues = fun _ => 1 := funext (key.2 (hdet ▸ h1))
    have hd : Matrix.diagonal ((RCLike.ofReal : ℝ → ℝ) ∘ fun _ : Fin m => (1 : ℝ)) = 1 := by
      ext i j
      simp [Matrix.diagonal_apply, Matrix.one_apply]
    refine hG.spectral_theorem.trans ?_
    rw [hev, hd, map_one]
  · have h2 := congrArg Matrix.det h1
    rw [Matrix.det_mul, Matrix.det_transpose, Matrix.det_one] at h2
    rw [pow_two, h2]

/-- The scalar product of the orbital rows of two electrons is `1 + d ⟨n i, n j⟩`. -/
theorem orbital_overlap {d : ℕ} (n : Fin (d + 1) → Fin d → ℝ) (i j : Fin (d + 1)) :
    (orbitalMatrix n * (orbitalMatrix n)ᵀ) i j = 1 + d * (n i ⬝ᵥ n j) := by
  have hs : √(d : ℝ) * √(d : ℝ) = d := Real.mul_self_sqrt (Nat.cast_nonneg d)
  simp only [Matrix.mul_apply, Matrix.transpose_apply, orbitalMatrix, Matrix.of_apply,
    Fin.sum_univ_succ, Fin.cons_zero, Fin.cons_succ, dotProduct, Finset.mul_sum, mul_one]
  congr 1
  apply Finset.sum_congr rfl
  intro k _
  linear_combination (n i k * n j k) * hs

/-- For unit directions the squared orbital determinant is at most `(d + 1) ^ (d + 1)`, with
equality exactly when the orbital rows are mutually orthogonal with squared length `d + 1`. -/
theorem det_sq_le_iff_orthogonal {d : ℕ} (n : Fin (d + 1) → Fin d → ℝ)
    (hn : ∀ i, n i ⬝ᵥ n i = 1) :
    (orbitalMatrix n).det ^ 2 ≤ ((d : ℝ) + 1) ^ (d + 1) ∧
    ((orbitalMatrix n).det ^ 2 = ((d : ℝ) + 1) ^ (d + 1) ↔
      orbitalMatrix n * (orbitalMatrix n)ᵀ = ((d : ℝ) + 1) • 1) := by
  have hc : (0 : ℝ) < (d : ℝ) + 1 := by positivity
  -- rescale the rows to unit length
  have hBB : ((√((d : ℝ) + 1))⁻¹ • orbitalMatrix n) * ((√((d : ℝ) + 1))⁻¹ • orbitalMatrix n)ᵀ
      = ((d : ℝ) + 1)⁻¹ • (orbitalMatrix n * (orbitalMatrix n)ᵀ) := by
    rw [Matrix.transpose_smul, Matrix.smul_mul, Matrix.mul_smul, smul_smul, ← mul_inv,
      Real.mul_self_sqrt hc.le]
  have hdet : ((√((d : ℝ) + 1))⁻¹ • orbitalMatrix n).det ^ 2
      = (orbitalMatrix n).det ^ 2 / ((d : ℝ) + 1) ^ (d + 1) := by
    have h1 : ((√((d : ℝ) + 1))⁻¹ ^ (d + 1)) ^ 2 = (((d : ℝ) + 1) ^ (d + 1))⁻¹ := by
      rw [← pow_mul, mul_comm (d + 1) 2, pow_mul, inv_pow, Real.sq_sqrt hc.le, inv_pow]
    rw [Matrix.det_smul, Fintype.card_fin, mul_pow, h1, div_eq_mul_inv, mul_comm]
  have key := hadamard_unit_rows ((√((d : ℝ) + 1))⁻¹ • orbitalMatrix n) (fun i => by
    rw [hBB, Matrix.smul_apply, orbital_overlap, hn, smul_eq_mul, mul_one, add_comm 1 (d : ℝ)]
    exact inv_mul_cancel₀ hc.ne')
  rw [hdet, hBB, div_le_one (pow_pos hc _), div_eq_one_iff_eq (pow_pos hc _).ne',
    inv_smul_eq_iff₀ hc.ne'] at key
  exact key

/-- A unit vector exists only in a space of nonzero dimension. -/
theorem dim_ne_zero {d : ℕ} (v : Fin d → ℝ) (hv : v ⬝ᵥ v = 1) : (d : ℝ) ≠ 0 := by
  intro h0
  have h1 : d = 0 := by exact_mod_cast h0
  subst h1
  simp [dotProduct] at hv

/-- For `d + 1` unit directions in `d` dimensions the squared orbital determinant is at most
`(d + 1) ^ (d + 1)`, with equality exactly when any two directions have cosine `-1 / d`. -/
theorem det_sq_le_iff_simplex {d : ℕ} (n : Fin (d + 1) → Fin d → ℝ)
    (hn : ∀ i, n i ⬝ᵥ n i = 1) :
    (orbitalMatrix n).det ^ 2 ≤ ((d : ℝ) + 1) ^ (d + 1) ∧
    ((orbitalMatrix n).det ^ 2 = ((d : ℝ) + 1) ^ (d + 1) ↔
      ∀ i j, i ≠ j → n i ⬝ᵥ n j = -1 / d) := by
  have hd := dim_ne_zero (n 0) (hn 0)
  obtain ⟨hle, hiff⟩ := det_sq_le_iff_orthogonal n hn
  refine ⟨hle, hiff.trans ⟨fun h i j hij => ?_, fun h => ?_⟩⟩
  · have h1 := congrFun (congrFun h i) j
    rw [orbital_overlap, Matrix.smul_apply, Matrix.one_apply_ne hij, smul_zero] at h1
    rw [eq_div_iff hd]
    linarith
  · ext i j
    by_cases hij : i = j
    · subst hij
      rw [orbital_overlap, hn, Matrix.smul_apply, Matrix.one_apply_eq, smul_eq_mul]
      ring
    · have h1 := h i j hij
      rw [eq_div_iff hd] at h1
      rw [orbital_overlap, Matrix.smul_apply, Matrix.one_apply_ne hij, smul_zero]
      linarith

/-- Four same-spin electrons in one s and three p orbitals: for unit directions the squared
determinant is at most 256, with equality exactly when any two directions have cosine `-1/3`. -/
theorem sp3_tetrahedral (n : Fin 4 → Fin 3 → ℝ) (hn : ∀ i, n i ⬝ᵥ n i = 1) :
    (Matrix.of fun i => ![1, √3 * n i 0, √3 * n i 1, √3 * n i 2]).det ^ 2 ≤ 256 ∧
    ((Matrix.of fun i => ![1, √3 * n i 0, √3 * n i 1, √3 * n i 2]).det ^ 2 = 256 ↔
      ∀ i j, i ≠ j → n i ⬝ᵥ n j = -1 / 3) := by
  have e : (Matrix.of fun i => ![1, √3 * n i 0, √3 * n i 1, √3 * n i 2])
      = orbitalMatrix (d := 3) n := by
    ext i j
    refine Fin.cases ?_ (fun k => ?_) j
    · simp [orbitalMatrix]
    · simp only [orbitalMatrix, Matrix.of_apply, Fin.cons_succ, Matrix.cons_val_succ]
      fin_cases k <;> simp
  have h := det_sq_le_iff_simplex (d := 3) n hn
  have e2 : (((3 : ℕ) : ℝ) + 1) ^ (3 + 1) = 256 := by norm_num
  have e3 : ((3 : ℕ) : ℝ) = 3 := by norm_num
  rw [e2, e3] at h
  rw [e]
  exact h

/-- Four alternating corners of a cube, scaled to unit distance from its centre. -/
def tetrahedron (i : Fin 4) (k : Fin 3) : ℝ :=
  (√3)⁻¹ * (!![1, 1, 1; 1, -1, -1; -1, 1, -1; -1, -1, 1] : Matrix (Fin 4) (Fin 3) ℝ) i k

/-- The alternating cube corners are unit directions for which the squared orbital determinant
equals 256. -/
theorem tetrahedron_witness : (∀ i, tetrahedron i ⬝ᵥ tetrahedron i = 1) ∧
    (orbitalMatrix (d := 3) tetrahedron).det ^ 2 = 256 := by
  have hs : (√3 : ℝ)⁻¹ * (√3)⁻¹ = 1 / 3 := by
    rw [← mul_inv, Real.mul_self_sqrt (by norm_num)]
    norm_num
  have hdot : ∀ i j, tetrahedron i ⬝ᵥ tetrahedron j = if i = j then 1 else -1 / 3 := by
    intro i j
    have h1 : tetrahedron i ⬝ᵥ tetrahedron j = 1 / 3 * ∑ k,
        (!![1, 1, 1; 1, -1, -1; -1, 1, -1; -1, -1, 1] : Matrix (Fin 4) (Fin 3) ℝ) i k *
        (!![1, 1, 1; 1, -1, -1; -1, 1, -1; -1, -1, 1] : Matrix (Fin 4) (Fin 3) ℝ) j k := by
      rw [← hs, Finset.mul_sum]
      apply Finset.sum_congr rfl
      intro k _
      unfold tetrahedron
      ring
    rw [h1]
    fin_cases i <;> fin_cases j <;> simp [Fin.sum_univ_three] <;> norm_num
  have hn : ∀ i, tetrahedron i ⬝ᵥ tetrahedron i = 1 := fun i => by rw [hdot, if_pos rfl]
  refine ⟨hn, ?_⟩
  have h := (det_sq_le_iff_simplex (d := 3) tetrahedron hn).2.mpr (fun i j hij => by
    rw [hdot, if_neg hij]
    norm_num)
  rw [h]
  norm_num

end

end TetrahedralElectrons
```

```lean
#print axioms TetrahedralElectrons.sp3_tetrahedral
```

```
'TetrahedralElectrons.sp3_tetrahedral' depends on axioms: [propext, Classical.choice, Quot.sound]
```

## What the theorems say about electrons

In `orbitalMatrix`, the argument `n` assigns a direction to each of `d + 1` electrons; it is neither a quantum number nor a density. Rows belong to electrons and columns to orbitals, with the s orbital first. The hypothesis `n i ⬝ᵥ n i = 1` says that each direction has Euclidean length 1. No such vectors exist for $d=0$, so the general theorem has content from $d=1$ on.

`det_sq_le_iff_simplex` states the bound and the equality condition for every `d`. `sp3_tetrahedral` states them for four electrons, with the matrix written out and the numbers 256 and $-1/3$ in place. `tetrahedron_witness` says that the cube corners are unit directions and reach 256.

The step from these statements to an atom is the separation of the radial factors. It holds when all electrons are at one radius, or when the s and p radial functions are proportional; otherwise the relative weight of s and p can change from row to row, and the maximum can move. "Prefer" refers to the probability density of a single Slater determinant at given radii. Energies, electron repulsion and correlation do not enter. The theorems concern exact real numbers; a determinant computed in floating-point arithmetic may exceed 256 by rounding.

## How the lemmas divide the work

`prod_le_one_of_mean_one` is the exponential argument. Its `he` evaluates the product of exponentials as 1, and `hle` is the inequality for each factor. The equality case first shows that all factors are positive, because the strict comparison `Finset.prod_lt_prod` needs this.

`hadamard_unit_rows` applies that lemma to the eigenvalues of `B * Bᵀ`, using the determinant as their product and the trace as their sum. The spectral theorem then turns "all eigenvalues are 1" into "the matrix is the identity". This is Hadamard's inequality for real square matrices whose rows have unit length.

`orbital_overlap` computes $1+d\,n_i\cdot n_j$ by splitting off the s column and using $\sqrt d\sqrt d=d$. Despite its name, it concerns scalar products between electron rows, not overlap integrals between orbitals.

`det_sq_le_iff_orthogonal` carries out the rescaling: `hBB` and `hdet` track its effect on $AA^T$ and on the squared determinant, and the last rewrite clears the denominators. `det_sq_le_iff_simplex` compares matrix entries, treating $i=j$ and $i\ne j$ separately; `dim_ne_zero` permits the division by $d$.

`sp3_tetrahedral` identifies the explicit matrix with `orbitalMatrix` at $d=3$. For the cube corners, `fin_cases` runs through all sixteen scalar products, and the equality condition then yields 256 without expanding a determinant.
